# With linear coupling, the relaxed T ⊗ (e + t2) Jahn–Teller energy of an electronic state has minimum −max(A, B) and, for A ≠ B, no local extremum at the state (1,1,0)/√2

## States, distortions and conventions

A threefold degenerate electronic term T in cubic symmetry has three basis states, chosen here one for each cubic axis: under the rotations of the group they transform like x, y, z or like yz, zx, xy. A real electronic state is a vector c = (c₀, c₁, c₂) of unit norm:

c₀² + c₁² + c₂² = 1

The squares cᵢ² are the populations of the basis states. The cubic anisotropy of the state is

s = c₀²c₁² + c₁²c₂² + c₂²c₀²

The nuclei move along two e coordinates q = (q₀, q₁) with force constant KE, and along three t2 coordinates r = (r₀, r₁, r₂) with force constant KT. Here q₀ transforms like 2z² − x² − y², q₁ like x² − y², and r₀, r₁, r₂ like yz, zx, xy. Both constants are positive: without the coupling, the undistorted structure is stable. The electrons couple linearly to the modes with strengths VE and VT. In the state c, the expectation value of the coupling is

W = VE (q₀Q₀ + q₁Q₁) + 2VT (r₀T₀ + r₁T₁ + r₂T₂)

where Q and T are the e and t2 components of the electronic quadrupole:

Q₀ = c₂² − (c₀² + c₁²)/2, Q₁ = (√3/2)(c₀² − c₁²)

T₀ = c₁c₂, T₁ = c₀c₂, T₂ = c₀c₁

The vibronic energy is W plus the elastic energy (KE/2)(q₀² + q₁²) + (KT/2)(r₀² + r₁² + r₂²).

## Relaxing the nuclei at a fixed state

Completing the square in each coordinate gives

(KE/2)qᵢ² + VE qᵢQᵢ = (KE/2)(qᵢ + VE Qᵢ/KE)² − VE²Qᵢ²/(2KE)

(KT/2)rᵢ² + 2VT rᵢTᵢ = (KT/2)(rᵢ + 2VT Tᵢ/KT)² − 2VT²Tᵢ²/KT

The t2 components satisfy T₀² + T₁² + T₂² = s. For the e components, expanding and using the norm gives

Q₀² + Q₁² = (c₀² + c₁² + c₂²)² − 3s = 1 − 3s

The completed squares vanish at qᵢ = −VE Qᵢ/KE and rᵢ = −2VT Tᵢ/KT. What remains is the relaxed energy

E(c) = −A(1 − 3s) − 3Bs, with A = VE²/(2KE) and B = 2VT²/(3KT)

## The lowest relaxed energy

Clearly s ≥ 0. On the unit sphere also

1 − 3s = [(c₀² − c₁²)² + (c₁² − c₂²)² + (c₂² − c₀²)²]/2 ≥ 0

With M = max(A, B), it follows that

E(c) + M = (1 − 3s)(M − A) + 3s(M − B) ≥ 0

The bound is attained. The state (0,0,1) has s = 0 and energy −A; the state (1,1,1)/√3 has s = 1/3 and energy −B.

For A ≠ B, the energy −A occurs only at s = 0, where c is plus or minus a basis vector, and −B only at s = 1/3, where all populations are equal. The first kind of state relaxes to a tetragonal distortion if VE ≠ 0, the second to a trigonal one if VT ≠ 0. Within this static model with linear coupling and harmonic modes, comparing A with B therefore tells, for A ≠ B, which of the two distortions has the lowest energy.

## Two ways off the orthorhombic point

The state (1,1,0)/√2 has s = 1/4. Since E = −A + 3(A − B)s, the energy relative to this point is

E(c) − E((1,1,0)/√2) = 3(A − B)(s − 1/4)

Two paths on the sphere start there at t = 0. The first rotates within the plane of the first two components:

c(t) = (cos t + sin t, cos t − sin t, 0)/√2, s = 1/4 − sin²t cos²t

The second tilts towards the third axis:

c(t) = (cos t/√2, cos t/√2, sin t), s = 1/4 + sin²t (1/2 − (3/4)sin²t)

For small t > 0, s falls on the first path and rises on the second. If A > B, the first path lowers the energy and the second raises it; if A < B, the roles are exchanged. Either way the point is neither a local minimum nor a local maximum. At A = B the energy is constant on the sphere, which is why A ≠ B is assumed.

## What the Lean theorems say

States are functions `Fin 3 → ℝ`, with indices 0, 1, 2 as above, and `stateSphere` is the set of those with unit norm. `coupling` is the 3×3 coupling matrix, and `vibronicEnergy` adds its expectation value to the elastic energy.

- `relaxedEnergy_isLeast` says that, for a unit state and positive force constants, E(c) is the least element of the set of vibronic energies over all q and r.
- `relaxedEnergy_min` says that −max(A, B) is the least value of E on the sphere. It holds for all real A and B, although the values arising from the model are never negative.
- `relaxedEnergy_eq_iff` characterises the states with energies −A and −B when A ≠ B.
- `orthorhombic_not_extremum` denies `IsLocalMinOn` and `IsLocalMaxOn` at (1,1,0)/√2. Both notions compare only with nearby states on the sphere.

The model leaves out quadratic coupling, anharmonicity, spin–orbit coupling and nuclear kinetic energy, and it has one set of e modes and one of t2 modes. The local result concerns E as a function of the electronic state, not an adiabatic surface as a function of the distortion. No theorem here merges the two minimisations into a single one over states and distortions.

```lean
import Mathlib

open Filter Topology Matrix

namespace JahnTellerTerm

noncomputable section

/-- The real electronic states of unit norm in a threefold degenerate term. -/
def stateSphere : Set (Fin 3 → ℝ) := {c | c 0 ^ 2 + c 1 ^ 2 + c 2 ^ 2 = 1}

/-- The cubic anisotropy `s` of an electronic state. -/
def anisotropy (c : Fin 3 → ℝ) : ℝ :=
  c 0 ^ 2 * c 1 ^ 2 + c 1 ^ 2 * c 2 ^ 2 + c 2 ^ 2 * c 0 ^ 2

/-- The relaxed energy of a state, with parameters `A` for the e modes and `B` for the t2 modes. -/
def relaxedEnergy (A B : ℝ) (c : Fin 3 → ℝ) : ℝ :=
  -A * (1 - 3 * anisotropy c) - 3 * B * anisotropy c

/-- The linear vibronic coupling matrix for e distortions `q` and t2 distortions `r`. -/
def coupling (VE VT : ℝ) (q : Fin 2 → ℝ) (r : Fin 3 → ℝ) : Matrix (Fin 3) (Fin 3) ℝ :=
  !![VE * (-q 0 / 2 + √3 / 2 * q 1), VT * r 2, VT * r 1;
     VT * r 2, VE * (-q 0 / 2 - √3 / 2 * q 1), VT * r 0;
     VT * r 1, VT * r 0, VE * q 0]

/-- Elastic energy plus the expectation value of the vibronic coupling in the state `c`. -/
def vibronicEnergy (KE KT VE VT : ℝ) (c : Fin 3 → ℝ) (q : Fin 2 → ℝ) (r : Fin 3 → ℝ) : ℝ :=
  KE / 2 * ∑ i, q i ^ 2 + KT / 2 * ∑ i, r i ^ 2 + c ⬝ᵥ (coupling VE VT q r *ᵥ c)

/-- The e components of the quadrupole of an electronic state. -/
def quadE (c : Fin 3 → ℝ) : Fin 2 → ℝ :=
  ![c 2 ^ 2 - (c 0 ^ 2 + c 1 ^ 2) / 2, √3 / 2 * (c 0 ^ 2 - c 1 ^ 2)]

/-- The t2 components of the quadrupole of an electronic state. -/
def quadT (c : Fin 3 → ℝ) : Fin 3 → ℝ := ![c 1 * c 2, c 0 * c 2, c 0 * c 1]

/-- The orthorhombic state `(1,1,0)/√2`. -/
def orthorhombic : Fin 3 → ℝ := ![1 / √2, 1 / √2, 0]

/-- The vibronic energy is the relaxed energy plus the elastic cost of displacing the modes
from their equilibrium positions for the given state. -/
theorem vibronicEnergy_eq {KE KT : ℝ} (hE : 0 < KE) (hT : 0 < KT) (VE VT : ℝ)
    {c : Fin 3 → ℝ} (hc : c ∈ stateSphere) (q : Fin 2 → ℝ) (r : Fin 3 → ℝ) :
    vibronicEnergy KE KT VE VT c q r =
      relaxedEnergy (VE ^ 2 / (2 * KE)) (2 * VT ^ 2 / (3 * KT)) c
        + KE / 2 * ∑ i, (q i + VE / KE * quadE c i) ^ 2
        + KT / 2 * ∑ i, (r i + 2 * VT / KT * quadT c i) ^ 2 := by
  have hc' : c 0 ^ 2 + c 1 ^ 2 + c 2 ^ 2 = 1 := hc
  have h3 : √3 ^ 2 = 3 := Real.sq_sqrt (by norm_num)
  -- the squared length of the e quadrupole
  have hab : (c 2 ^ 2 - (c 0 ^ 2 + c 1 ^ 2) / 2) ^ 2 + (√3 / 2 * (c 0 ^ 2 - c 1 ^ 2)) ^ 2
      = 1 - 3 * anisotropy c := by
    unfold anisotropy
    linear_combination (c 0 ^ 2 - c 1 ^ 2) ^ 2 / 4 * h3
      + (c 0 ^ 2 + c 1 ^ 2 + c 2 ^ 2 + 1) * hc'
  have hW : c ⬝ᵥ (coupling VE VT q r *ᵥ c) =
      VE * (q 0 * (c 2 ^ 2 - (c 0 ^ 2 + c 1 ^ 2) / 2)
        + q 1 * (√3 / 2 * (c 0 ^ 2 - c 1 ^ 2)))
      + 2 * VT * (r 0 * (c 1 * c 2) + r 1 * (c 0 * c 2) + r 2 * (c 0 * c 1)) := by
    simp [coupling, Matrix.mulVec, dotProduct, Fin.sum_univ_three]
    ring
  unfold vibronicEnergy
  rw [hW]
  -- measure the couplings in units of the force constants
  obtain ⟨p, rfl⟩ : ∃ p, VE = p * KE := ⟨VE / KE, by field_simp⟩
  obtain ⟨w, rfl⟩ : ∃ w, VT = w * KT := ⟨VT / KT, by field_simp⟩
  have e1 : (p * KE) ^ 2 / (2 * KE) = p ^ 2 * KE / 2 := by field_simp
  have e2 : 2 * (w * KT) ^ 2 / (3 * KT) = 2 * w ^ 2 * KT / 3 := by field_simp
  have e3 : p * KE / KE = p := by field_simp
  have e4 : 2 * (w * KT) / KT = 2 * w := by field_simp
  rw [e1, e2, e3, e4]
  simp only [relaxedEnergy, quadE, quadT, Fin.sum_univ_two, Fin.sum_univ_three,
    Matrix.cons_val_zero, Matrix.cons_val_one, Matrix.cons_val]
  unfold anisotropy at hab ⊢
  linear_combination -(p ^ 2 * KE / 2) * hab

/-- For a fixed electronic state, the minimum of the vibronic energy over all distortions is
the relaxed energy. -/
theorem relaxedEnergy_isLeast {KE KT : ℝ} (hE : 0 < KE) (hT : 0 < KT) (VE VT : ℝ)
    {c : Fin 3 → ℝ} (hc : c ∈ stateSphere) :
    IsLeast {e | ∃ q r, e = vibronicEnergy KE KT VE VT c q r}
      (relaxedEnergy (VE ^ 2 / (2 * KE)) (2 * VT ^ 2 / (3 * KT)) c) := by
  constructor
  · refine ⟨fun i => -(VE / KE * quadE c i), fun i => -(2 * VT / KT * quadT c i), ?_⟩
    rw [vibronicEnergy_eq hE hT VE VT hc]
    simp only [neg_add_cancel]
    simp
  · rintro _ ⟨q, r, rfl⟩
    rw [vibronicEnergy_eq hE hT VE VT hc, add_assoc]
    exact le_add_of_nonneg_right (by positivity)

/-- For a unit state, `1 - 3s` is half the sum of the squared differences of the populations. -/
theorem one_sub_anisotropy {c : Fin 3 → ℝ} (hc : c ∈ stateSphere) :
    1 - 3 * anisotropy c = ((c 0 ^ 2 - c 1 ^ 2) ^ 2 + (c 1 ^ 2 - c 2 ^ 2) ^ 2
      + (c 2 ^ 2 - c 0 ^ 2) ^ 2) / 2 := by
  have hc' : c 0 ^ 2 + c 1 ^ 2 + c 2 ^ 2 = 1 := hc
  unfold anisotropy
  linear_combination -(c 0 ^ 2 + c 1 ^ 2 + c 2 ^ 2 + 1) * hc'

/-- The minimum of the relaxed energy over all unit states is `-max(A,B)`. -/
theorem relaxedEnergy_min (A B : ℝ) :
    IsLeast (relaxedEnergy A B '' stateSphere) (-max A B) := by
  constructor
  · rcases le_total A B with h | h
    · have h3 : (1 / √3) ^ 2 = (1 / 3 : ℝ) := by
        rw [div_pow, Real.sq_sqrt (by norm_num)]; norm_num
      refine ⟨fun _ => 1 / √3, ?_, ?_⟩
      · change (1 / √3) ^ 2 + (1 / √3) ^ 2 + (1 / √3) ^ 2 = 1
        rw [h3]; norm_num
      · simp only [relaxedEnergy, anisotropy, h3, max_eq_right h]
        ring
    · refine ⟨![0, 0, 1], ?_, ?_⟩
      · simp [stateSphere]
      · simp [relaxedEnergy, anisotropy, max_eq_left h]
  · rintro _ ⟨c, hc, rfl⟩
    have h0 : 0 ≤ anisotropy c := by unfold anisotropy; positivity
    have h1 : 0 ≤ 1 - 3 * anisotropy c := by rw [one_sub_anisotropy hc]; positivity
    unfold relaxedEnergy
    nlinarith [mul_nonneg h1 (sub_nonneg.2 (le_max_left A B)),
      mul_nonneg h0 (sub_nonneg.2 (le_max_right A B))]

/-- For `A ≠ B`, a unit state has energy `-A` exactly when all products of two different
components vanish, and energy `-B` exactly when its three populations are equal. -/
theorem relaxedEnergy_eq_iff {A B : ℝ} (hAB : A ≠ B) {c : Fin 3 → ℝ} (hc : c ∈ stateSphere) :
    (relaxedEnergy A B c = -A ↔ c 0 * c 1 = 0 ∧ c 1 * c 2 = 0 ∧ c 2 * c 0 = 0) ∧
    (relaxedEnergy A B c = -B ↔ c 0 ^ 2 = c 1 ^ 2 ∧ c 1 ^ 2 = c 2 ^ 2) := by
  have hd : A - B ≠ 0 := sub_ne_zero.2 hAB
  have hs := one_sub_anisotropy hc
  refine ⟨⟨fun h => ?_, fun ⟨h1, h2, h3⟩ => ?_⟩, ⟨fun h => ?_, fun ⟨h1, h2⟩ => ?_⟩⟩
  · have h0 : anisotropy c = 0 := by
      refine (mul_eq_zero.1 ?_).resolve_left hd
      unfold relaxedEnergy at h
      linear_combination h / 3
    unfold anisotropy at h0
    have p1 := sq_nonneg (c 0 * c 1)
    have p2 := sq_nonneg (c 1 * c 2)
    have p3 := sq_nonneg (c 2 * c 0)
    refine ⟨?_, ?_, ?_⟩ <;> refine pow_eq_zero_iff two_ne_zero |>.1 ?_ <;> nlinarith
  · have h0 : anisotropy c = 0 := by
      unfold anisotropy
      linear_combination c 0 * c 1 * h1 + c 1 * c 2 * h2 + c 2 * c 0 * h3
    rw [relaxedEnergy, h0]; ring
  · have h0 : 1 - 3 * anisotropy c = 0 := by
      refine (mul_eq_zero.1 ?_).resolve_left hd
      unfold relaxedEnergy at h
      linear_combination -h
    rw [h0] at hs
    have p1 := sq_nonneg (c 0 ^ 2 - c 1 ^ 2)
    have p2 := sq_nonneg (c 1 ^ 2 - c 2 ^ 2)
    have p3 := sq_nonneg (c 2 ^ 2 - c 0 ^ 2)
    constructor <;> refine sub_eq_zero.1 (pow_eq_zero_iff two_ne_zero |>.1 ?_) <;> linarith
  · rw [h1, h2] at hs
    unfold relaxedEnergy
    linear_combination (B - A) * hs

/-- A property that holds along a path of unit states leaving the orthorhombic state holds
arbitrarily close to that state. -/
theorem frequently_of_path {x y z : ℝ → ℝ} (hx : Continuous x) (hy : Continuous y)
    (hz : Continuous z) (hS : ∀ t, x t ^ 2 + y t ^ 2 + z t ^ 2 = 1)
    (hx0 : x 0 = 1 / √2) (hy0 : y 0 = 1 / √2) (hz0 : z 0 = 0) {P : (Fin 3 → ℝ) → Prop}
    (hP : ∀ t ∈ Set.Ioo (0 : ℝ) (1 / 2), P ![x t, y t, z t]) :
    ∃ᶠ c in 𝓝[stateSphere] orthorhombic, P c := by
  have hcont : Continuous (fun t => ![x t, y t, z t]) := by
    refine continuous_pi fun i => ?_
    fin_cases i
    exacts [hx, hy, hz]
  have hlim : Tendsto (fun t => ![x t, y t, z t]) (𝓝[>] 0) (𝓝[stateSphere] orthorhombic) :=
    tendsto_nhdsWithin_iff.2 ⟨(hcont.tendsto' 0 orthorhombic
      (by simp only [orthorhombic, hx0, hy0, hz0])).mono_left nhdsWithin_le_nhds,
      Eventually.of_forall hS⟩
  have hev : ∀ᶠ t in 𝓝[>] (0 : ℝ), P ![x t, y t, z t] :=
    mem_of_superset (Ioo_mem_nhdsGT (by norm_num)) hP
  exact hlim.frequently hev.frequently

/-- Arbitrarily close to the orthorhombic state there are unit states with anisotropy below
`1/4` and unit states with anisotropy above `1/4`. -/
theorem anisotropy_saddle :
    (∃ᶠ c in 𝓝[stateSphere] orthorhombic, anisotropy c < 1 / 4) ∧
    (∃ᶠ c in 𝓝[stateSphere] orthorhombic, 1 / 4 < anisotropy c) := by
  have hr : (1 / √2) ^ 2 = (1 / 2 : ℝ) := by
    rw [div_pow, Real.sq_sqrt (by norm_num)]; norm_num
  constructor
  · -- rotate within the plane of the first two components
    refine frequently_of_path (x := fun t => 1 / √2 * (Real.cos t + Real.sin t))
      (y := fun t => 1 / √2 * (Real.cos t - Real.sin t)) (z := fun _ => 0)
      (by fun_prop) (by fun_prop) (by fun_prop) (fun t => ?_) (by simp) (by simp) rfl ?_
    · simp only [mul_pow, hr]
      linear_combination Real.sin_sq_add_cos_sq t
    · rintro t ⟨h0, h1⟩
      have hs : 0 < Real.sin t := Real.sin_pos_of_pos_of_lt_pi h0 (by linarith [Real.pi_gt_three])
      have hl : Real.sin t < t := Real.sin_lt h0
      have hp : 0 < Real.sin t ^ 2 * (1 - Real.sin t ^ 2) :=
        mul_pos (by positivity) (by nlinarith)
      have he : anisotropy ![1 / √2 * (Real.cos t + Real.sin t),
          1 / √2 * (Real.cos t - Real.sin t), 0]
          = 1 / 4 - Real.sin t ^ 2 * Real.cos t ^ 2 := by
        simp only [anisotropy, Matrix.cons_val_zero, Matrix.cons_val_one, Matrix.cons_val,
          mul_pow, hr]
        linear_combination (Real.sin t ^ 2 + Real.cos t ^ 2 + 1) / 4 * Real.sin_sq_add_cos_sq t
      rw [he, Real.cos_sq']
      linarith
  · -- tilt towards the third axis
    refine frequently_of_path (x := fun t => 1 / √2 * Real.cos t)
      (y := fun t => 1 / √2 * Real.cos t) (z := fun t => Real.sin t)
      (by fun_prop) (by fun_prop) (by fun_prop) (fun t => ?_) (by simp) (by simp) (by simp) ?_
    · simp only [mul_pow, hr]
      linear_combination Real.sin_sq_add_cos_sq t
    · rintro t ⟨h0, h1⟩
      have hs : 0 < Real.sin t := Real.sin_pos_of_pos_of_lt_pi h0 (by linarith [Real.pi_gt_three])
      have hl : Real.sin t < t := Real.sin_lt h0
      have hp : 0 < Real.sin t ^ 2 * (1 / 2 - 3 / 4 * Real.sin t ^ 2) :=
        mul_pos (by positivity) (by nlinarith)
      simp only [anisotropy, Matrix.cons_val_zero, Matrix.cons_val_one, Matrix.cons_val,
        mul_pow, hr, Real.cos_sq']
      nlinarith [hp]

/-- For `A ≠ B`, the orthorhombic state is neither a local minimum nor a local maximum of the
relaxed energy on the sphere of unit states. -/
theorem orthorhombic_not_extremum {A B : ℝ} (hAB : A ≠ B) :
    ¬ IsLocalMinOn (relaxedEnergy A B) stateSphere orthorhombic ∧
    ¬ IsLocalMaxOn (relaxedEnergy A B) stateSphere orthorhombic := by
  have hr : (1 / √2) ^ 2 = (1 / 2 : ℝ) := by
    rw [div_pow, Real.sq_sqrt (by norm_num)]; norm_num
  have ho : anisotropy orthorhombic = 1 / 4 := by
    simp only [anisotropy, orthorhombic, Matrix.cons_val_zero, Matrix.cons_val_one,
      Matrix.cons_val, hr]
    norm_num
  obtain ⟨hlow, hhigh⟩ := anisotropy_saddle
  constructor <;> intro h <;> rcases lt_or_gt_of_ne hAB with hlt | hlt
  · obtain ⟨c, h1, h2⟩ := (hhigh.and_eventually h).exists
    simp only [relaxedEnergy, ho] at h2
    nlinarith [mul_pos (sub_pos.2 hlt) (sub_pos.2 h1)]
  · obtain ⟨c, h1, h2⟩ := (hlow.and_eventually h).exists
    simp only [relaxedEnergy, ho] at h2
    nlinarith [mul_pos (sub_pos.2 hlt) (sub_pos.2 h1)]
  · obtain ⟨c, h1, h2⟩ := (hlow.and_eventually h).exists
    simp only [relaxedEnergy, ho] at h2
    nlinarith [mul_pos (sub_pos.2 hlt) (sub_pos.2 h1)]
  · obtain ⟨c, h1, h2⟩ := (hhigh.and_eventually h).exists
    simp only [relaxedEnergy, ho] at h2
    nlinarith [mul_pos (sub_pos.2 hlt) (sub_pos.2 h1)]

end

end JahnTellerTerm
```

```lean
#print axioms JahnTellerTerm.relaxedEnergy_isLeast
#print axioms JahnTellerTerm.relaxedEnergy_min
#print axioms JahnTellerTerm.relaxedEnergy_eq_iff
#print axioms JahnTellerTerm.orthorhombic_not_extremum
```

```
'JahnTellerTerm.relaxedEnergy_isLeast' depends on axioms: [propext, Classical.choice, Quot.sound]
'JahnTellerTerm.relaxedEnergy_min' depends on axioms: [propext, Classical.choice, Quot.sound]
'JahnTellerTerm.relaxedEnergy_eq_iff' depends on axioms: [propext, Classical.choice, Quot.sound]
'JahnTellerTerm.orthorhombic_not_extremum' depends on axioms: [propext, Classical.choice, Quot.sound]
```

## How the proof follows the algebra

**Completing the squares.** `vibronicEnergy_eq` is the identity behind the relaxation. Inside it, `hab` is the formula for Q₀² + Q₁², and `hW` expands the matrix expectation value. The proof then writes VE = p·KE and VT = w·KT, which removes the divisions, and `linear_combination` checks the remaining polynomial identity using `hab`. In `relaxedEnergy_isLeast`, the equilibrium distortions make the squares vanish, and for any other distortion `positivity` shows that the squares add a nonnegative amount.

**The minimum on the sphere.** `one_sub_anisotropy` is the sum-of-squares formula for 1 − 3s. `relaxedEnergy_min` splits on whether A ≤ B and supplies (1,1,1)/√3 or (0,0,1) accordingly. For the lower bound, `nlinarith` receives the two nonnegative products (1 − 3s)(M − A) and s(M − B); the derivation adds the first to three times the second.

**The states at −A and −B.** In `relaxedEnergy_eq_iff`, an energy of −A gives (A − B)s = 0, and an energy of −B gives (A − B)(1 − 3s) = 0. Cancelling A − B leaves a vanishing sum of squares, so each square is zero. The converse directions substitute the conditions on c.

**From paths to neighbourhoods.** `frequently_of_path` takes a continuous path of unit states that starts at the orthorhombic point. If a property holds along it for 0 < t < 1/2, then states with that property occur in every neighbourhood of the point on the sphere; this is the meaning of `∃ᶠ`. `anisotropy_saddle` applies the lemma to the two paths. The bounds 0 < sin t < t fix the sign of s − 1/4 on that interval.

**The contradiction.** `orthorhombic_not_extremum` assumes a local minimum or maximum and separates A < B from A > B. In each of the four cases it picks a nearby state whose s lies on the side of 1/4 that violates the assumed inequality. The product of |A − B| and |s − 1/4| is positive, and `nlinarith` derives the contradiction from it.
